# A periodic frame change with odd determinant winding flips the time-reversal index of a one-dimensional Kramers pair

## A square root fixed by continuity

A one-dimensional insulator of spin-1/2 electrons with time-reversal symmetry has an index $\pm1$, computed from a frame of Bloch states, and the question is whether this number survives a change of frame. The index contains the square root of a determinant, whose sign is ambiguous. The choice made here is to admit every root that is continuous in the crystal momentum $k$ from $0$ to $\pi$, and to prescribe no branch. The two signs then remain available, but they give the same index.

## The sewing matrix and its index

Take one Kramers pair of bands with lattice constant one and time-reversal operator $T$ with $T^2=-1$. Let the Bloch states $|u_0(k)\rangle, |u_1(k)\rangle$ be an orthonormal frame of the pair that is continuous and $2\pi$-periodic in $k$. The sewing matrix is

$$w_{ij}(k)=\langle u_i(-k)|T|u_j(k)\rangle .$$

At the invariant momenta $0$ and $\pi$ it is antisymmetric, and its Pfaffian is the upper right entry $w_{01}$. With a continuous $s$ on $[0,\pi]$ such that $s(k)^2=\det w(k)$, the index is

$$I=\frac{s(0)}{w_{01}(0)}\,\frac{s(\pi)}{w_{01}(\pi)} .$$

This is the sign $(-1)^P$, where $P$ is the time-reversal polarization.

A new frame $|u'_j(k)\rangle=\sum_i|u_i(k)\rangle U_{ij}(k)$ gives, because $T$ is antilinear,

$$w'(k)=U(-k)^\dagger\,w(k)\,U(k)^* .$$

Let $U$ be periodic with $\det U(k)=g(k)=e^{i\theta(k)}$, where $\theta$ is real and continuous and $\theta(k+2\pi)=\theta(k)+2\pi n$. The integer $n$ is the winding of the determinant. The result is $I'=(-1)^n I$.

For non-interacting bands that form a single Kramers pair, an index computed on one line of momenta therefore has meaning only relative to a class of frames. In a product of the indices of two lines, the factors cancel if both frame changes have the same winding.

## The continuous root of $g(k)g(-k)$

Define $\rho(k)=\exp\!\big(\tfrac{i}{2}[\theta(k)+\theta(-k)]\big)$. It is continuous, $\rho(k)^2=g(k)g(-k)$, and $\rho(0)=g(0)$. The winding condition at $k=-\pi$ reads $\theta(\pi)=\theta(-\pi)+2\pi n$, so

$$\tfrac12[\theta(\pi)+\theta(-\pi)]=\theta(\pi)-\pi n,\qquad \rho(\pi)=e^{-i\pi n}g(\pi)=(-1)^n g(\pi).$$

Let $r$ be any continuous root of $g(k)g(-k)$ on $[0,\pi]$. Then $r/\rho$ is continuous and squares to one, so on the interval it is a constant $\varepsilon=\pm1$. Hence

$$r(0)r(\pi)=\varepsilon^2\rho(0)\rho(\pi)=(-1)^n g(0)g(\pi).$$

If $r(0)=g(0)$, division by $g(0)$ gives $r(\pi)=(-1)^n g(\pi)$.

## From the root to the index

Let $s'$ be a continuous root of $\det w'$. Since $\det w'(k)=g(-k)^*g(k)^*\det w(k)$, the quotient $q=s'/s$ satisfies

$$q(k)^2=e^{-i\theta(k)}e^{-i\theta(-k)} .$$

This is the previous problem for $-\theta$, with winding $-n$. As $(-1)^{-n}=(-1)^n$,

$$s'(0)s'(\pi)=(-1)^n g(0)^*g(\pi)^*\,s(0)s(\pi).$$

At an invariant momentum periodicity gives $U(-k)=U(k)$. Write $V$ for this matrix and $a$ for the Pfaffian of $w$ there. Then

$$w'_{01}=a\,(V_{00}^*V_{11}^*-V_{10}^*V_{01}^*)=(\det V)^*\,a .$$

The denominator of $I'$ thus gains the factor $g(0)^*g(\pi)^*$, which cancels the same factor in the numerator. What remains is $I'=(-1)^nI$.

Finally, an antisymmetric $2\times2$ matrix has $\det w=w_{01}^2$, so each factor of $I$ squares to one and $I=\pm1$. An odd $n$ exchanges the two values.

## Zero winding and winding one

For $n=0$ the index is unchanged. The simplest example is a constant $\theta=c$: the continuous roots of $g(k)g(-k)=e^{2ic}$ are $\pm e^{ic}$, and the one that starts at $g(0)$ ends at $g(\pi)$.

For $n=1$ take

$$w=\begin{pmatrix}0&1\\-1&0\end{pmatrix},\quad U(k)=\begin{pmatrix}e^{ik}&0\\0&1\end{pmatrix},\quad w'(k)=\begin{pmatrix}0&e^{ik}\\-e^{-ik}&0\end{pmatrix}.$$

Both determinants equal $1$ for all $k$, so $s=s'=1$ will do. The old Pfaffians are $1$ and $1$, hence $I=1$. The new ones are $1$ at $k=0$ and $-1$ at $k=\pi$, hence $I'=-1$. Physically, this frame change moves one of the two Wannier functions by a lattice constant.

## The Lean file

```lean
import Mathlib

open Set Matrix
open scoped Real

namespace TimeReversalPolarizationGauge

noncomputable section

/-- The gauge phase `g(k) = exp(i θ(k))`. -/
def phase (θ : ℝ → ℝ) (k : ℝ) : ℂ := Complex.exp (θ k * Complex.I)

/-- The phase with exponent half of `θ(k) + θ(-k)`. -/
def symmetricRoot (θ : ℝ → ℝ) (k : ℝ) : ℂ :=
  Complex.exp (((θ k + θ (-k)) / 2 : ℝ) * Complex.I)

/-- The sewing matrix after the frame change `U`: the matrix `w(k)` becomes
`U(-k)† w(k) U(k)*`, where the star is the entrywise complex conjugate. -/
def regauge (U w : ℝ → Matrix (Fin 2) (Fin 2) ℂ) (k : ℝ) : Matrix (Fin 2) (Fin 2) ℂ :=
  (U (-k))ᴴ * w k * ((U k)ᴴ)ᵀ

/-- The one-dimensional index of a Kramers pair: the product over `k = 0, π` of the determinant
root `s(k)` divided by the Pfaffian, which is the upper right entry of `w(k)`.
Its domain is where both of these entries are nonzero. -/
def trIndex (w : ℝ → Matrix (Fin 2) (Fin 2) ℂ) (s : ℝ → ℂ) : ℂ :=
  s 0 / w 0 0 1 * (s π / w π 0 1)

/-- The half-sum phase is a square root of `g(k) g(-k)`. -/
theorem symmetricRoot_sq (θ : ℝ → ℝ) (k : ℝ) :
    symmetricRoot θ k ^ 2 = phase θ k * phase θ (-k) := by
  unfold symmetricRoot phase
  rw [← Complex.exp_nat_mul, ← Complex.exp_add]
  congr 1
  push_cast
  ring

private lemma neg_one_zpow_neg (n : ℤ) : (-1 : ℂ) ^ (-n) = (-1) ^ n := by
  rw [_root_.zpow_neg, ← _root_.inv_zpow, _root_.inv_neg, _root_.inv_one]

/-- If `θ` winds by `2πn` over a period, the half-sum phase at `k = π` is `(-1)ⁿ g(π)`. -/
theorem symmetricRoot_pi {θ : ℝ → ℝ} {n : ℤ}
    (hn : ∀ k, θ (k + 2 * π) = θ k + 2 * π * n) :
    symmetricRoot θ π = (-1) ^ n * phase θ π := by
  have h := hn (-π)
  rw [show -π + 2 * π = π by ring] at h
  have e : (((θ π + θ (-π)) / 2 : ℝ) : ℂ) * Complex.I
      = ((-n : ℤ) : ℂ) * (π * Complex.I) + θ π * Complex.I := by
    have h2 : (θ π + θ (-π)) / 2 = θ π - n * π := by linarith
    rw [h2]
    push_cast
    ring
  rw [symmetricRoot, e, Complex.exp_add, Complex.exp_int_mul, Complex.exp_pi_mul_I,
    neg_one_zpow_neg, phase]

/-- For a continuous `θ` that winds by `2πn`, every continuous square root `r` of `g(k) g(-k)`
on `[0, π]` has `r(0) r(π) = (-1)ⁿ g(0) g(π)`. -/
theorem root_endpoints {θ : ℝ → ℝ} {n : ℤ} {r : ℝ → ℂ} (hθ : Continuous θ)
    (hn : ∀ k, θ (k + 2 * π) = θ k + 2 * π * n) (hr : ContinuousOn r (Icc 0 π))
    (hsq : ∀ k ∈ Icc 0 π, r k ^ 2 = phase θ k * phase θ (-k)) :
    r 0 * r π = (-1) ^ n * (phase θ 0 * phase θ π) := by
  have hc : Continuous (symmetricRoot θ) := by
    unfold symmetricRoot
    fun_prop
  have m0 : (0 : ℝ) ∈ Icc 0 π := ⟨le_rfl, Real.pi_pos.le⟩
  have m1 : π ∈ Icc 0 π := ⟨Real.pi_pos.le, le_rfl⟩
  have z : symmetricRoot θ 0 = phase θ 0 := by
    simp [symmetricRoot, phase]
  -- on an interval, two continuous roots differ by one global sign
  rcases isPreconnected_Icc.eq_or_eq_neg_of_sq_eq hr hc.continuousOn
    (fun k hk => by
      change r k ^ 2 = symmetricRoot θ k ^ 2
      rw [hsq k hk, symmetricRoot_sq])
    (fun _ => Complex.exp_ne_zero _) with h | h
  · rw [h m0, h m1, z, symmetricRoot_pi hn]
    ring
  · have a : r 0 = -symmetricRoot θ 0 := h m0
    have b : r π = -symmetricRoot θ π := h m1
    rw [a, b, z, symmetricRoot_pi hn]
    ring

/-- For a continuous `θ` that winds by `2πn`, the continuous square root of `g(k) g(-k)` on
`[0, π]` that starts at `g(0)` ends at `(-1)ⁿ g(π)`. -/
theorem root_at_pi {θ : ℝ → ℝ} {n : ℤ} {r : ℝ → ℂ} (hθ : Continuous θ)
    (hn : ∀ k, θ (k + 2 * π) = θ k + 2 * π * n) (hr : ContinuousOn r (Icc 0 π))
    (hsq : ∀ k ∈ Icc 0 π, r k ^ 2 = phase θ k * phase θ (-k)) (h0 : r 0 = phase θ 0) :
    r π = (-1) ^ n * phase θ π := by
  have h := root_endpoints hθ hn hr hsq
  have hg : phase θ 0 ≠ 0 := Complex.exp_ne_zero _
  rw [h0] at h
  apply mul_left_cancel₀ hg
  rw [h]
  ring

private lemma antisymm_entries {A : Matrix (Fin 2) (Fin 2) ℂ} (hA : Aᵀ = -A) :
    A 0 0 = 0 ∧ A 1 1 = 0 ∧ A 1 0 = -A 0 1 := by
  have h0 : A 0 0 = -A 0 0 := congrFun (congrFun hA 0) 0
  have h1 : A 1 1 = -A 1 1 := congrFun (congrFun hA 1) 1
  exact ⟨by linear_combination h0 / 2, by linear_combination h1 / 2,
    congrFun (congrFun hA 0) 1⟩

private lemma det_antisymm {A : Matrix (Fin 2) (Fin 2) ℂ} (hA : Aᵀ = -A) :
    A.det = A 0 1 ^ 2 := by
  obtain ⟨a, b, c⟩ := antisymm_entries hA
  rw [Matrix.det_fin_two, a, b, c]
  ring

/-- Under a frame change `V` at an invariant momentum, the Pfaffian of an antisymmetric
sewing matrix is multiplied by the complex conjugate of `det V`. -/
theorem pfaffian_regauge {A : Matrix (Fin 2) (Fin 2) ℂ} (hA : Aᵀ = -A)
    (V : Matrix (Fin 2) (Fin 2) ℂ) : (Vᴴ * A * (Vᴴ)ᵀ) 0 1 = star V.det * A 0 1 := by
  obtain ⟨a, b, c⟩ := antisymm_entries hA
  simp [Matrix.mul_apply, Fin.sum_univ_two, Matrix.det_fin_two, a, b, c]
  ring

/-- The index squares to one if the sewing matrix is antisymmetric and invertible at `0` and `π`
and `s` is a root of its determinant there. -/
theorem trIndex_sq {w : ℝ → Matrix (Fin 2) (Fin 2) ℂ} {s : ℝ → ℂ}
    (h0 : (w 0)ᵀ = -w 0) (h1 : (w π)ᵀ = -w π) (d0 : (w 0).det ≠ 0) (d1 : (w π).det ≠ 0)
    (s0 : s 0 ^ 2 = (w 0).det) (s1 : s π ^ 2 = (w π).det) : trIndex w s ^ 2 = 1 := by
  rw [trIndex, mul_pow, div_pow, div_pow, s0, s1, ← det_antisymm h0, ← det_antisymm h1,
    div_self d0, div_self d1, mul_one]

private lemma star_phase (θ : ℝ → ℝ) (k : ℝ) :
    star (phase θ k) = phase (fun q => -θ q) k := by
  unfold phase
  rw [Complex.star_def, ← Complex.exp_conj]
  congr 1
  simp

/-- Let the sewing matrix be invertible on `[0, π]` and antisymmetric at both ends. A periodic
frame change with determinant `exp(iθ)`, where `θ` is continuous and winds by `2πn`, multiplies
the index by `(-1)ⁿ`, for any continuous determinant roots `s` before and `s'` after. -/
theorem trIndex_regauge {U w : ℝ → Matrix (Fin 2) (Fin 2) ℂ} {θ : ℝ → ℝ} {n : ℤ}
    {s s' : ℝ → ℂ} (hθ : Continuous θ) (hn : ∀ k, θ (k + 2 * π) = θ k + 2 * π * n)
    (hU : ∀ k, U (k + 2 * π) = U k) (hdet : ∀ k, (U k).det = phase θ k)
    (h0 : (w 0)ᵀ = -w 0) (h1 : (w π)ᵀ = -w π) (hw : ∀ k ∈ Icc 0 π, (w k).det ≠ 0)
    (hs : ContinuousOn s (Icc 0 π)) (hs2 : ∀ k ∈ Icc 0 π, s k ^ 2 = (w k).det)
    (hs' : ContinuousOn s' (Icc 0 π))
    (hs2' : ∀ k ∈ Icc 0 π, s' k ^ 2 = (regauge U w k).det) :
    trIndex (regauge U w) s' = (-1) ^ n * trIndex w s := by
  have m0 : (0 : ℝ) ∈ Icc 0 π := ⟨le_rfl, Real.pi_pos.le⟩
  have m1 : π ∈ Icc 0 π := ⟨Real.pi_pos.le, le_rfl⟩
  have sne : ∀ k ∈ Icc 0 π, s k ≠ 0 := fun k hk h => hw k hk (by rw [← hs2 k hk, h]; simp)
  have p0 : w 0 0 1 ≠ 0 := fun h => hw 0 m0 (by rw [det_antisymm h0, h]; simp)
  have p1 : w π 0 1 ≠ 0 := fun h => hw π m1 (by rw [det_antisymm h1, h]; simp)
  -- the quotient of the two roots is a root for the phase with exponent `-θ`
  have key := root_endpoints (θ := fun q => -θ q) (n := -n) (r := fun k => s' k / s k)
    hθ.neg (fun k => by rw [hn k]; push_cast; ring) (hs'.div hs sne) (fun k hk => by
      have hd := hw k hk
      rw [div_pow, hs2' k hk, hs2 k hk, div_eq_iff hd]
      simp only [regauge, Matrix.det_mul, Matrix.det_transpose, Matrix.det_conjTranspose,
        hdet, star_phase]
      ring)
  rw [neg_one_zpow_neg] at key
  have n0 := sne 0 m0
  have n1 := sne π m1
  have key' : s' 0 * s' π = (-1) ^ n * (phase (fun q => -θ q) 0 * phase (fun q => -θ q) π)
      * (s 0 * s π) := by
    rw [← key]
    field_simp
  -- the Pfaffians at the two invariant momenta
  have q0 : regauge U w 0 0 1 = phase (fun q => -θ q) 0 * w 0 0 1 := by
    rw [regauge, neg_zero, pfaffian_regauge h0, hdet, star_phase]
  have hUπ : U (-π) = U π := by
    rw [← hU (-π), show -π + 2 * π = π by ring]
  have q1 : regauge U w π 0 1 = phase (fun q => -θ q) π * w π 0 1 := by
    rw [regauge, hUπ, pfaffian_regauge h1, hdet, star_phase]
  have g0 : phase (fun q => -θ q) 0 ≠ 0 := Complex.exp_ne_zero _
  have g1 : phase (fun q => -θ q) π ≠ 0 := Complex.exp_ne_zero _
  rw [trIndex, trIndex, q0, q1, div_mul_div_comm, key']
  generalize (-1 : ℂ) ^ n = ε
  generalize phase (fun q => -θ q) 0 = a at *
  generalize phase (fun q => -θ q) π = b at *
  field_simp

/-- The frame change `diag(exp(ik), 1)`. -/
def windingFrame (k : ℝ) : Matrix (Fin 2) (Fin 2) ℂ := !![phase id k, 0; 0, 1]

/-- The constant antisymmetric sewing matrix with Pfaffian one. -/
def flatSewing (_ : ℝ) : Matrix (Fin 2) (Fin 2) ℂ := !![0, 1; -1, 0]

/-- The periodic frame change `diag(exp(ik), 1)` keeps the determinant of the constant sewing
matrix at one, and with the root `1` before and after it turns the index from `1` to `-1`. -/
theorem trIndex_regauge_witness :
    (∀ k, windingFrame (k + 2 * π) = windingFrame k) ∧
    (∀ k, (regauge windingFrame flatSewing k).det = 1) ∧
    trIndex flatSewing (fun _ => 1) = 1 ∧
    trIndex (regauge windingFrame flatSewing) (fun _ => 1) = -1 := by
  have hU : ∀ k, windingFrame (k + 2 * π) = windingFrame k := by
    intro k
    have h : phase id (k + 2 * π) = phase id k := by
      unfold phase
      rw [show ((id (k + 2 * π) : ℝ) : ℂ) * Complex.I
        = (id k : ℝ) * Complex.I + 2 * π * Complex.I by simp only [id]; push_cast; ring,
        Complex.exp_add, Complex.exp_two_pi_mul_I, mul_one]
    rw [windingFrame, windingFrame, h]
  have hdet : ∀ k, (windingFrame k).det = phase id k := by
    intro k
    simp [windingFrame, Matrix.det_fin_two]
  have hw : ∀ k, (flatSewing k).det = 1 := by
    intro k
    simp [flatSewing, Matrix.det_fin_two]
  have hA : ∀ k, (flatSewing k)ᵀ = -flatSewing k := by
    intro k
    ext i j
    fin_cases i <;> fin_cases j <;> simp [flatSewing]
  have hR : ∀ k, (regauge windingFrame flatSewing k).det = 1 := by
    intro k
    simp only [regauge, Matrix.det_mul, Matrix.det_transpose, Matrix.det_conjTranspose,
      hdet, star_phase, hw, mul_one]
    unfold phase
    rw [← Complex.exp_add]
    simp
  have hi : trIndex flatSewing (fun _ => 1) = 1 := by
    simp [trIndex, flatSewing]
  refine ⟨hU, hR, hi, ?_⟩
  rw [trIndex_regauge (θ := id) (n := 1) (s := fun _ => 1) continuous_id
    (fun k => by simp) hU hdet (hA 0) (hA π) (fun k _ => by rw [hw k]; exact one_ne_zero)
    continuousOn_const (fun k _ => by rw [hw k, one_pow])
    continuousOn_const (fun k _ => by rw [hR k, one_pow]), hi]
  norm_num

end

end TimeReversalPolarizationGauge
```

```lean
#print axioms TimeReversalPolarizationGauge.root_at_pi
#print axioms TimeReversalPolarizationGauge.trIndex_sq
#print axioms TimeReversalPolarizationGauge.trIndex_regauge
```

```
'TimeReversalPolarizationGauge.root_at_pi' depends on axioms: [propext, Classical.choice, Quot.sound]
'TimeReversalPolarizationGauge.trIndex_sq' depends on axioms: [propext, Classical.choice, Quot.sound]
'TimeReversalPolarizationGauge.trIndex_regauge' depends on axioms: [propext, Classical.choice, Quot.sound]
```

## The theorems in words

`phase θ` is $g$, and `symmetricRoot θ` is $\rho$. `regauge U w` is $w'$; the expression `((U k)ᴴ)ᵀ` is the entrywise conjugate $U(k)^*$. In `trIndex` the letters "tr" stand for time reversal and not for a trace. An expression such as `w π 0 1` is the entry $w_{01}$ at $k=\pi$.

`root_endpoints` and `root_at_pi` are the two statements about $r$. Their hypotheses `hr` and `hsq` concern only the interval `Icc 0 π`, that is $[0,\pi]$.

`trIndex_regauge` is the result for the index. Its hypotheses have these meanings:

- `hU` says that the new frame is as periodic as the old one.
- `hdet`, `hθ` and `hn` say that $\det U$ is a pure phase with a continuous exponent that winds $n$ times. Unitarity of $U$ itself is not required.
- `h0` and `h1` are the antisymmetry that $T^2=-1$ produces at the invariant momenta.
- `hw` asks for an invertible $w(k)$ on $[0,\pi]$. This holds when the pair is separated from all other bands, because $w$ is then unitary.
- `hs`, `hs2`, `hs'` and `hs2'` describe the continuous determinant roots before and after.

The step left to physics is the origin of $w$: the matrix function is given, and its transformation law enters as the definition `regauge`, without Bloch states or a Hamiltonian. The size is fixed at one Kramers pair.

`trIndex_sq` states $I^2=1$, and `trIndex_regauge_witness` is the example with winding one.

## The proof, lemma by lemma

**The root.** `symmetricRoot_sq` combines exponentials and compares exponents. `symmetricRoot_pi` applies `hn` at $-\pi$, rewrites the half-sum as $\theta(\pi)-n\pi$ with `linarith`, and evaluates $e^{-i\pi n}$; `neg_one_zpow_neg` supplies $(-1)^{-n}=(-1)^n$.

In `root_endpoints` the argument with $\varepsilon$ is the Mathlib lemma `eq_or_eq_neg_of_sq_eq`, applied to the connected set $[0,\pi]$. It needs both functions continuous, their squares equal and $\rho$ nowhere zero. It returns two cases, $r=\rho$ and $r=-\rho$ on the whole interval, and in each `ring` finds the same product of endpoint values. `root_at_pi` then cancels $g(0)$.

**The Pfaffian.** `antisymm_entries` reads off from $A^{\mathsf T}=-A$ that the diagonal vanishes and $A_{10}=-A_{01}$. From this `det_antisymm` obtains $\det A=A_{01}^2$, which gives `trIndex_sq` after squaring the quotients. `pfaffian_regauge` writes out the triple matrix product and identifies the conjugated determinant.

**The index.** `trIndex_regauge` first shows that $s$ and the two old Pfaffians are nonzero. The step `key` applies `root_endpoints` to $s'/s$ with $-\theta$ and $-n$, where `star_phase` turns $g^*$ into the phase of $-\theta$. `key'` clears the denominators. `q0` and `q1` are the new Pfaffians, and `hUπ` is the equality $U(-\pi)=U(\pi)$. The last lines replace the phases by letters known to be nonzero, and `field_simp` cancels them.

**The example.** `trIndex_regauge_witness` checks periodicity and the determinants directly, computes the initial index, and obtains the final $-1$ from `trIndex_regauge` with $\theta(k)=k$ and $n=1$.
